# A finite-grid orbital is real up to a global phase exactly when its minimal squared imaginary part is zero

For a complex orbital `ψ` on a finite grid, not assumed normalised, `residual ψ` is the infimum over all global phases of the sum of the squared imaginary parts of the orbital's values. The theorem `residual_eq_zero_iff` says that this number is zero exactly when `ψ` is a single phase factor exp(it) times a real-valued function on the grid. The proof uses an earlier result that the infimum is attained at some angle `s`. If the minimum is zero, every value of the orbital rotated by `s` is real, and undoing the rotation gives the required form. Conversely, if `ψ` has that form, removing its phase leaves no imaginary part, so the minimum must be zero.

An attempt in Lean 4 with a fault in it:

```lean
import Mathlib

open Complex

namespace ResidualEqZeroIff

noncomputable section

variable {n : Type*} [Fintype n]

/-- The orbital `ψ` multiplied by the global phase `exp (i t)`. -/
def rotate (t : ℝ) (ψ : n → ℂ) : n → ℂ := fun x => exp (t * I) * ψ x

/-- The squared norm of an orbital on a finite grid. -/
def weight (ψ : n → ℂ) : ℝ := ∑ x, ‖ψ x‖ ^ 2

/-- The squared norm of the imaginary part of an orbital. -/
def imagWeight (ψ : n → ℂ) : ℝ := ∑ x, (ψ x).im ^ 2

/-- The sum of the squares of the orbital values, without complex conjugation. -/
def selfOverlap (ψ : n → ℂ) : ℂ := ∑ x, ψ x ^ 2

/-- The infimum, over all global phases, of the squared norm of the imaginary part. -/
def residual (ψ : n → ℂ) : ℝ := ⨅ t : ℝ, imagWeight (rotate t ψ)

/-- A global-phase angle that, applied to the orbital, makes its self-overlap real and nonnegative.
-/
def optimalAngle (ψ : n → ℂ) : ℝ := -(arg (selfOverlap ψ)) / 2

/-- The imaginary part carries half the difference between the squared norm and the real part
of the self-overlap. -/
theorem imagWeight_eq (ψ : n → ℂ) :
    imagWeight ψ = (weight ψ - (selfOverlap ψ).re) / 2 := by
  unfold imagWeight weight selfOverlap
  rw [Complex.re_sum, ← Finset.sum_sub_distrib, Finset.sum_div]
  refine Finset.sum_congr rfl fun x _ => ?_
  rw [Complex.sq_norm, Complex.normSq_apply, pow_two (ψ x), Complex.mul_re]
  ring

/-- A global phase leaves the squared norm unchanged. -/
theorem weight_rotate (t : ℝ) (ψ : n → ℂ) : weight (rotate t ψ) = weight ψ := by
  simp [weight, rotate, Complex.norm_exp_ofReal_mul_I]

/-- A global phase of angle `t` turns the self-overlap by the angle `2 t`. -/
theorem selfOverlap_rotate (t : ℝ) (ψ : n → ℂ) :
    selfOverlap (rotate t ψ) = exp ((2 * t : ℝ) * I) * selfOverlap ψ := by
  have h : exp ((2 * t : ℝ) * I) = exp (t * I) ^ 2 := by
    rw [← Complex.exp_nat_mul]
    congr 1
    push_cast
    ring
  unfold selfOverlap rotate
  rw [h, Finset.mul_sum]
  exact Finset.sum_congr rfl fun x _ => mul_pow _ _ _

/-- At the optimal angle the self-overlap equals its own modulus. -/
theorem selfOverlap_optimal (ψ : n → ℂ) :
    selfOverlap (rotate (optimalAngle ψ) ψ) = (‖selfOverlap ψ‖ : ℂ) := by
  rw [selfOverlap_rotate]
  unfold optimalAngle
  generalize selfOverlap ψ = z
  have h := Complex.norm_mul_exp_arg_mul_I z
  have h0 : exp ((2 * (-(arg z) / 2) : ℝ) * I) * exp (arg z * I) = 1 := by
    rw [← Complex.exp_add, ← Complex.exp_zero]
    congr 1
    push_cast
    ring
  linear_combination (-exp ((2 * (-(arg z) / 2) : ℝ) * I)) * h + (‖z‖ : ℂ) * h0

/-- The least squared norm of the imaginary part of `exp (i t) ψ` over all real angles `t` is
half the difference between the squared norm and the modulus of the self-overlap. -/
theorem isLeast_imagWeight (ψ : n → ℂ) :
    IsLeast (Set.range fun t : ℝ => imagWeight (rotate t ψ))
      ((weight ψ - ‖selfOverlap ψ‖) / 2) := by
  constructor
  · -- the optimal angle attains the value
    refine ⟨optimalAngle ψ, ?_⟩
    show imagWeight (rotate (optimalAngle ψ) ψ) = _
    rw [imagWeight_eq, weight_rotate, selfOverlap_optimal, Complex.ofReal_re]
  · -- no angle does better, because a real part never exceeds the modulus
    rintro _ ⟨t, rfl⟩
    show _ ≤ imagWeight (rotate t ψ)
    have h := Complex.re_le_norm (selfOverlap (rotate t ψ))
    have hn : ‖selfOverlap (rotate t ψ)‖ = ‖selfOverlap ψ‖ := by
      rw [selfOverlap_rotate, norm_mul, Complex.norm_exp_ofReal_mul_I, one_mul]
    rw [imagWeight_eq, weight_rotate]
    linarith

/-- The residual imaginary weight in closed form. -/
theorem residual_eq (ψ : n → ℂ) : residual ψ = (weight ψ - ‖selfOverlap ψ‖) / 2 :=
  (isLeast_imagWeight ψ).csInf_eq

/-- The residual imaginary weight vanishes exactly when the orbital is a global phase times a
real orbital. -/
theorem residual_eq_zero_iff (ψ : n → ℂ) :
    residual ψ = 0 ↔ ∃ (t : ℝ) (r : n → ℝ), ∀ x, ψ x = exp (t * I) * r x := by
  have hinv : ∀ s : ℝ, exp ((-s : ℝ) * I) * exp (s * I) = 1 := by
    intro s
    rw [← Complex.exp_add, ← Complex.exp_zero]
    congr 1
    push_cast
    ring
  rw [residual_eq]
  obtain ⟨⟨s, hs⟩, hmin⟩ := isLeast_imagWeight ψ
  change imagWeight (rotate s ψ) = _ at hs
  constructor
  · -- a vanishing sum of squares makes every rotated value real
    intro h
    rw [h] at hs
    unfold imagWeight at hs
    rw [Finset.sum_eq_zero_iff_of_nonneg (fun x _ => sq_nonneg _)] at hs
    refine ⟨-s, fun x => (rotate s ψ x).re, fun x => ?_⟩
    have him : (rotate s ψ x).im = 0 := pow_eq_zero_iff (two_ne_zero) |>.mp
      (hs x (Finset.mem_univ x))
    have hre : ((rotate s ψ x).re : ℂ) = exp (s * I) * ψ x :=
      Complex.ext (by simp [rotate]) (by rw [Complex.ofReal_im]; exact him.symm)
    rw [hre, ← mul_assoc, hinv, one_mul]
  · -- undoing the phase leaves no imaginary part
    rintro ⟨t, r, h⟩
    have hz : imagWeight (rotate (-t) ψ) = 0 := by
      unfold imagWeight
      refine Finset.sum_eq_zero fun x _ => ?_
      have hx : rotate (-t) ψ x = (r x : ℂ) := by
        unfold rotate
        rw [h x, ← mul_assoc, hinv, one_mul]
      rw [hx, Complex.ofReal_im]
      norm_num
    have hle := hmin ⟨-t, rfl⟩
    change _ ≤ imagWeight (rotate (-t) ψ) at hle
    have hnn : 0 ≤ imagWeight (rotate s ψ) := Finset.sum_nonneg fun x _ => sq_nonneg _
    linarith

end

end ResidualEqZeroIff
```

The compiler's answer:

```
Main.lean:116:19: error: unsolved goals
n : Type u_1
inst✝ : Fintype n
ψ : n → ℂ
hinv : ∀ (s : ℝ), cexp (↑(-s) * I) * cexp (↑s * I) = 1
hmin : (weight ψ - ‖selfOverlap ψ‖) / 2 ∈ lowerBounds (Set.range fun t => imagWeight (rotate t ψ))
s : ℝ
hs : ∀ i ∈ Finset.univ, (rotate s ψ i).im ^ 2 = 0
h : (weight ψ - ‖selfOverlap ψ‖) / 2 = 0
x : n
him : (rotate s ψ x).im = 0
⊢ (cos ↑s).re * (ψ x).re - (sin ↑s).re * (ψ x).im = Real.cos s * (ψ x).re - Real.sin s * (ψ x).im
```

Diagnosis. The error is in the proof of `hre`, which says that the real part of `rotate s ψ x`, cast back to a complex number, equals `exp (s * I) * ψ x`. `Complex.ext` splits this into real and imaginary parts, and `by simp [rotate]` fails on the real one.

In the goal that `simp` leaves, the two sides are equal but written differently. The left, which began as the real part of a cast real number, contains `(cos ↑s).re` and `(sin ↑s).re`, the real parts of the complex functions. The right has `Real.cos s` and `Real.sin s`. `simp` expanded the product and the exponential but did not bring the two sides to the same form.

The repair avoids the expansion. `Complex.ofReal_re _` says that the real part of a cast real number is that number, here `(rotate s ψ x).re`. This matches the required right-hand side because `rotate s ψ x` is by definition `exp (s * I) * ψ x`, so no trigonometric functions need appear.

The change, after which it compiles:

```diff
@@ -114,5 +114,5 @@
       (hs x (Finset.mem_univ x))
     have hre : ((rotate s ψ x).re : ℂ) = exp (s * I) * ψ x :=
-      Complex.ext (by simp [rotate]) (by rw [Complex.ofReal_im]; exact him.symm)
+      Complex.ext (Complex.ofReal_re _) (by rw [Complex.ofReal_im]; exact him.symm)
     rw [hre, ← mul_assoc, hinv, one_mul]
   · -- undoing the phase leaves no imaginary part
```
